# The adjacency matrix A of the four-site Hückel ring satisfies A³ = 4A

In the Hückel model of square cyclobutadiene, non-interacting electrons hop between neighbouring sites of a ring of four. With energies measured from the chemical potential in units of the hopping magnitude, the Hamiltonian is H = −A, where A is the real 4 × 4 adjacency matrix of the ring. The lemma states that A³ = 4A. The attempt compares the two sides entry by entry, splits into the sixteen index pairs, and asks `norm_num` to expand the matrix products and check the arithmetic in each.

This version doesn't compile in Lean 4 with Mathlib:

```lean
import Mathlib

open Matrix Filter Topology

namespace RingAdjCube

noncomputable section

/-- The adjacency matrix `A` of the 4-cycle; the Hückel Hamiltonian of square cyclobutadiene is
`H = -A`, with energies measured from the chemical potential in units of the hopping magnitude. -/
def ringAdj : Matrix (Fin 4) (Fin 4) ℝ :=
  !![0, 1, 0, 1; 1, 0, 1, 0; 0, 1, 0, 1; 1, 0, 1, 0]

/-- The adjacency matrix of the 4-cycle satisfies `A³ = 4 A`. -/
theorem ringAdj_cube : ringAdj * ringAdj * ringAdj = (4 : ℝ) • ringAdj := by
  ext i j
  fin_cases i <;> fin_cases j <;>
    norm_num [ringAdj, Matrix.mul_apply, Fin.sum_univ_four]

end

end RingAdjCube
```

The error:

```
Main.lean:15:74: error: unsolved goals
case «0».«0»
⊢ ![2, 0, 2, 0] 2 * vecCons 0 (fun i => vecCons 1 (fun i => vecCons 0 (fun i => 1) i) i) 2 +
      ![2, 0, 2, 0] 3 * vecCons 0 (fun i => vecCons 1 (fun i => vecCons 0 (fun i => 1) i) i) 3 =
    0

case «0».«1»
⊢ 2 + ![2, 0, 2, 0] 2 * vecCons 1 (fun i => vecCons 0 (fun i => vecCons 1 (fun i => 0) i) i) 2 +
      ![2, 0, 2, 0] 3 * vecCons 1 (fun i => vecCons 0 (fun i => vecCons 1 (fun i => 0) i) i) 3 =
    4

case «0».«2»
⊢ ![2, 0, 2, 0] 2 * vecCons 0 (fun i => vecCons 1 (fun i => vecCons 0 (fun i => 1) i) i) 2 +
      ![2, 0, 2, 0] 3 * vecCons 0 (fun i => vecCons 1 (fun i => vecCons 0 (fun i => 1) i) i) 3 =
    0

case «0».«3»
⊢ 2 + ![2, 0, 2, 0] 2 * vecCons 1 (fun i => vecCons 0 (fun i => vecCons 1 (fun i => 0) i) i) 2 +
      ![2, 0, 2, 0] 3 * vecCons 1 (fun i => vecCons 0 (fun i => vecCons 1 (fun i => 0) i) i) 3 =
    4

case «1».«0»
⊢ 2 + ![0, 2, 0, 2] 2 * vecCons 0 (fun i => vecCons 1 (fun i => vecCons 0 (fun i => 1) i) i) 2 +
      ![0, 2, 0, 2] 3 * vecCons 0 (fun i => vecCons 1 (fun i => vecCons 0 (fun i => 1) i) i) 3 =
    4

case «1».«1»
⊢ ![0, 2, 0, 2] 2 * vecCons 1 (fun i => vecCons 0 (fun i => vecCons 1 (fun i => 0) i) i) 2 +
      ![0, 2, 0, 2] 3 * vecCons 1 (fun i => vecCons 0 (fun i => vecCons 1 (fun i => 0) i) i) 3 =
    0

case «1».«2»
⊢ 2 + ![0, 2, 0, 2] 2 * vecCons 0 (fun i => vecCons 1 (fun i => vecCons 0 (fun i => 1) i) i) 2 +
      ![0, 2, 0, 2] 3 * vecCons 0 (fun i => vecCons 1 (fun i => vecCons 0 (fun i => 1) i) i) 3 =
    4

case «1».«3»
⊢ ![0, 2, 0, 2] 2 * vecCons 1 (fun i => vecCons 0 (fun i => vecCons 1 (fun i => 0) i) i) 2 +
      ![0, 2, 0, 2] 3 * vecCons 1 (fun i => vecCons 0 (fun i => vecCons 1 (fun i => 0) i) i) 3 =
    0

case «2».«0»
⊢ ![2, 0, 2, 0] 2 * vecCons 0 (fun i => vecCons 1 (fun i => vecCons 0 (fun i => 1) i) i) 2 +
      ![2, 0, 2, 0] 3 * vecCons 0 (fun i => vecCons 1 (fun i => vecCons 0 (fun i => 1) i) i) 3 =
    0

case «2».«1»
⊢ 2 + ![2, 0, 2, 0] 2 * vecCons 1 (fun i => vecCons 0 (fun i => vecCons 1 (fun i => 0) i) i) 2 +
      ![2, 0, 2, 0] 3 * vecCons 1 (fun i => vecCons 0 (fun i => vecCons 1 (fun i => 0) i) i) 3 =
    4

case «2».«2»
⊢ ![2, 0, 2, 0] 2 * vecCons 0 (fun i => vecCons 1 (fun i => vecCons 0 (fun i => 1) i) i) 2 +
      ![2, 0, 2, 0] 3 * vecCons 0 (fun i => vecCons 1 (fun i => vecCons 0 (fun i => 1) i) i) 3 =
    0

case «2».«3»
⊢ 2 + ![2, 0, 2, 0] 2 * vecCons 1 (fun i => vecCons 0 (fun i => vecCons 1 (fun i => 0) i) i) 2 +
      ![2, 0, 2, 0] 3 * vecCons 1 (fun i => vecCons 0 (fun i => vecCons 1 (fun i => 0) i) i) 3 =
    4

case «3».«0»
⊢ 2 + ![0, 2, 0, 2] 2 * vecCons 0 (fun i => vecCons 1 (fun i => vecCons 0 (fun i => 1) i) i) 2 +
      ![0, 2, 0, 2] 3 * vecCons 0 (fun i => vecCons 1 (fun i => vecCons 0 (fun i => 1) i) i) 3 =
    4

case «3».«1»
⊢ ![0, 2, 0, 2] 2 * vecCons 1 (fun i => vecCons 0 (fun i => vecCons 1 (fun i => 0) i) i) 2 +
      ![0, 2, 0, 2] 3 * vecCons 1 (fun i => vecCons 0 (fun i => vecCons 1 (fun i => 0) i) i) 3 =
    0

case «3».«2»
⊢ 2 + ![0, 2, 0, 2] 2 * vecCons 0 (fun i => vecCons 1 (fun i => vecCons 0 (fun i => 1) i) i) 2 +
      ![0, 2, 0, 2] 3 * vecCons 0 (fun i => vecCons 1 (fun i => vecCons 0 (fun i => 1) i) i) 3 =
    4

case «3».«3»
⊢ ![0, 2, 0, 2] 2 * vecCons 1 (fun i => vecCons 0 (fun i => vecCons 1 (fun i => 0) i) i) 2 +
      ![0, 2, 0, 2] 3 * vecCons 1 (fun i => vecCons 0 (fun i => vecCons 1 (fun i => 0) i) i) 3 =
    0
```

Diagnosis. The single error lists sixteen unsolved goals, one for each matrix entry. All of them are true, but each still contains vector entries that were never looked up, such as `![2, 0, 2, 0] 2`, which is just 2. Entries at positions 0 and 1 were evaluated, since ordinary simp lemmas cover them. Those at positions 2 and 3 are read off by a simplification procedure, `Matrix.cons_val`, which `simp` runs by default and `norm_num` does not. With those entries left symbolic, `norm_num` could not finish the sums.

The repair calls `simp` with the same lemmas, so every entry becomes a number. The added `<;> norm_num` then settles any numerical equation that `simp` leaves open, such as 2 + 2 = 4 over the reals.

The mended proof, as a diff:

```diff
@@ -16,5 +16,5 @@
   ext i j
   fin_cases i <;> fin_cases j <;>
-    norm_num [ringAdj, Matrix.mul_apply, Fin.sum_univ_four]
+    simp [ringAdj, Matrix.mul_apply, Fin.sum_univ_four] <;> norm_num
 
 end
```
